# The Pauli Potential Step Between Two Uncoupled Fragments

Dissociation is represented here by a vanishing hopping block between two finite sets of sites, not by a distance. The density amplitudes \(r_A, r_B\) (square roots of the densities) are given, and the Pauli potential is the unknown. In density functional theory this potential is the derivative, with respect to the density, of the non-interacting kinetic energy minus the von Weizsäcker energy.

Fragment \(X\) has a real kinetic matrix \(T_X\), an external potential \(v_X\), a Pauli potential \(p_X\) and an amplitude \(r_X\) without zeros. The electrons are treated as non-interacting; with interaction, the Kohn–Sham potential would take the place of \(v_X\), and it can itself change when the fragments are joined. These data satisfy the orbital-free Euler equation with energy \(\varepsilon_X\):
\[
(T_X+\mathrm{diag}(v_X+p_X))\,r_X=\varepsilon_X r_X .
\]
Adding the same constant to \(p_X\) and \(\varepsilon_X\) leaves this equation unchanged; the usual convention takes \(\varepsilon_X\) to be the highest occupied orbital energy. With both amplitudes and external potentials kept, the joint equation at a chosen \(\mu\) holds for exactly one Pauli potential, \(p=p_X+\mu-\varepsilon_X\) on each fragment. For the given amplitudes to solve the joint equation at \(\mu\) in this finite, uncoupled model, an approximate Pauli potential would have to equal this \(p\).

## Inverting the Euler equation

For a single system, the equation at site \(i\) reads \((Tr)_i+(v_i+p_i)r_i=\mu r_i\). Since \(r_i\neq0\), division gives
\[
p_i=\mu-v_i-\frac{(Tr)_i}{r_i}.
\]

Now join the fragments through a hopping block \(W\). At site \(i\) of A, the kinetic term becomes \((T_Ar_A)_i+(Wr_B)_i\). The fragment equation supplies \((T_Ar_A)_i/r_{A,i}=\varepsilon_A-v_{A,i}-p_{A,i}\), so
\[
p_i=p_{A,i}+\mu-\varepsilon_A-\frac{(Wr_B)_i}{r_{A,i}} .
\]
At site \(j\) of B, likewise,
\[
p_j=p_{B,j}+\mu-\varepsilon_B-\frac{(W^{\mathsf T}r_A)_j}{r_{B,j}} .
\]
For \(W=0\) the corrections vanish, and the shift on A minus the shift on B is \((\mu-\varepsilon_A)-(\mu-\varepsilon_B)=\varepsilon_B-\varepsilon_A\). If the energies differ, the shift (which may be negative) is algebraically larger on the fragment with the lower energy.

## The equation and its inverse in Lean

```lean
import Mathlib

open Matrix Filter
open scoped Topology

namespace PauliStep

noncomputable section

variable {m n : Type*} [Fintype m] [DecidableEq m] [Fintype n] [DecidableEq n]
```

The finite types `m` and `n` label the sites of A and B.

```lean
/-- The orbital-free Euler equation `(T + diag (v + p)) r = mu r` for the density amplitude `r`,
with external potential `v` and Pauli potential `p`. -/
def EulerEq (T : Matrix n n ℝ) (v p r : n → ℝ) (mu : ℝ) : Prop :=
  (T + diagonal (v + p)) *ᵥ r = mu • r
```

`EulerEq` is a statement about given data; `*ᵥ` is the matrix-vector product. The amplitude need not be normalised, and `p` is any real vector, not the derivative of a kinetic functional.

```lean
/-- The Pauli potential obtained by inverting the Euler equation at each site, for an
amplitude `r` without zeros. -/
def pauliPotential (T : Matrix n n ℝ) (v r : n → ℝ) (mu : ℝ) : n → ℝ :=
  fun i => mu - v i - (T *ᵥ r) i / r i

/-- The Euler equation written site by site. -/
theorem eulerEq_apply (T : Matrix n n ℝ) (v p r : n → ℝ) (mu : ℝ) :
    EulerEq T v p r mu ↔ ∀ i, (T *ᵥ r) i + (v i + p i) * r i = mu * r i := by
  simp only [EulerEq, funext_iff, add_mulVec, Pi.add_apply, mulVec_diagonal,
    Pi.smul_apply, smul_eq_mul]
```

This lemma expands the matrix equation into its components.

```lean
/-- For an amplitude without zeros, the Euler equation holds for exactly one Pauli potential,
the one given by sitewise inversion. -/
theorem eulerEq_iff_pauli (T : Matrix n n ℝ) (v p r : n → ℝ) (mu : ℝ) (hr : ∀ i, r i ≠ 0) :
    EulerEq T v p r mu ↔ p = pauliPotential T v r mu := by
  rw [eulerEq_apply, funext_iff]
  refine forall_congr' fun i => ?_
  have ht : (T *ᵥ r) i / r i * r i = (T *ᵥ r) i := div_mul_cancel₀ _ (hr i)
  unfold pauliPotential
  constructor
  · intro e
    apply mul_right_cancel₀ (hr i)
    linear_combination e + ht
  · intro e
    linear_combination r i * e - ht
```

One direction cancels the factor \(r_i\), the other multiplies by it. Symmetry of `T` is not needed.

## Joining the fragments

```lean
variable {TA : Matrix m m ℝ} {TB : Matrix n n ℝ} {vA pA rA : m → ℝ} {vB pB rB : n → ℝ}
  {eA eB : ℝ}

/-- Two fragments with nowhere-zero amplitudes that solve their own Euler equations are coupled by a
hopping block `W`. With the amplitudes and external potentials kept, the joint equation at `mu`
holds exactly when the Pauli potential on each fragment is the fragment one, shifted by `mu` minus
the fragment energy, with a correction linear in `W`. -/
theorem coupled_pauli (hA : EulerEq TA vA pA rA eA) (hB : EulerEq TB vB pB rB eB)
    (hrA : ∀ i, rA i ≠ 0) (hrB : ∀ j, rB j ≠ 0) (W : Matrix m n ℝ) (p : m ⊕ n → ℝ) (mu : ℝ) :
    EulerEq (fromBlocks TA W Wᵀ TB) (Sum.elim vA vB) p (Sum.elim rA rB) mu ↔
      p = Sum.elim (fun i => pA i + (mu - eA) - (W *ᵥ rB) i / rA i)
        (fun j => pB j + (mu - eB) - (Wᵀ *ᵥ rA) j / rB j) := by
  have hr : ∀ k, Sum.elim rA rB k ≠ 0 := by
    rintro (i | j)
    exacts [hrA i, hrB j]
  rw [eulerEq_iff_pauli _ _ _ _ _ hr]
  have a := (eulerEq_iff_pauli _ _ _ _ _ hrA).1 hA
  have b := (eulerEq_iff_pauli _ _ _ _ _ hrB).1 hB
  -- the inverted joint potential, evaluated on each fragment
  have key : pauliPotential (fromBlocks TA W Wᵀ TB) (Sum.elim vA vB) (Sum.elim rA rB) mu =
      Sum.elim (fun i => pA i + (mu - eA) - (W *ᵥ rB) i / rA i)
        (fun j => pB j + (mu - eB) - (Wᵀ *ᵥ rA) j / rB j) := by
    funext k
    rcases k with i | j
    · have e := congrFun a i
      simp only [pauliPotential, fromBlocks_mulVec, Sum.elim_inl, Sum.elim_comp_inl,
        Sum.elim_comp_inr, Pi.add_apply, add_div] at e ⊢
      linear_combination -e
    · have e := congrFun b j
      simp only [pauliPotential, fromBlocks_mulVec, Sum.elim_inr, Sum.elim_comp_inl,
        Sum.elim_comp_inr, Pi.add_apply, add_div] at e ⊢
      linear_combination -e
  rw [key]
```

The type `m ⊕ n` is the disjoint union of the sites, `Sum.elim` joins two vectors, and `fromBlocks` builds the joint kinetic matrix. The proof inverts the joint equation, splits by fragment, and subtracts the inverted fragment equation in `linear_combination -e`.

```lean
/-- For uncoupled fragments with nowhere-zero amplitudes that solve their own Euler equations, the
joint equation at `mu`, with the amplitudes and external potentials kept, holds exactly when the
Pauli potential on each fragment is the fragment one shifted by `mu` minus the fragment energy. -/
theorem dissociated_pauli (hA : EulerEq TA vA pA rA eA) (hB : EulerEq TB vB pB rB eB)
    (hrA : ∀ i, rA i ≠ 0) (hrB : ∀ j, rB j ≠ 0) (p : m ⊕ n → ℝ) (mu : ℝ) :
    EulerEq (fromBlocks TA 0 0 TB) (Sum.elim vA vB) p (Sum.elim rA rB) mu ↔
      p = Sum.elim (fun i => pA i + (mu - eA)) (fun j => pB j + (mu - eB)) := by
  have h := coupled_pauli hA hB hrA hrB 0 p mu
  simpa only [transpose_zero, zero_mulVec, Pi.zero_apply, zero_div, sub_zero] using h
```

Setting `W` to zero leaves the constant shifts. Only \(v+p\) enters the Euler equation, so the step belongs to the Pauli potential because \(v_A\) and \(v_B\) are kept unchanged.

```lean
/-- Let uncoupled fragments with nowhere-zero amplitudes solve their own Euler equations. If `p`
solves the joint equation at `mu` with the amplitudes and external potentials kept, then its shift
from the fragment Pauli potential on A minus that on B is `eB - eA`, whatever the value of `mu`. -/
theorem pauli_step (hA : EulerEq TA vA pA rA eA) (hB : EulerEq TB vB pB rB eB)
    (hrA : ∀ i, rA i ≠ 0) (hrB : ∀ j, rB j ≠ 0) {p : m ⊕ n → ℝ} {mu : ℝ}
    (h : EulerEq (fromBlocks TA 0 0 TB) (Sum.elim vA vB) p (Sum.elim rA rB) mu)
    (i : m) (j : n) :
    (p (Sum.inl i) - pA i) - (p (Sum.inr j) - pB j) = eB - eA := by
  rw [(dissociated_pauli hA hB hrA hrB p mu).1 h]
  simp only [Sum.elim_inl, Sum.elim_inr]
  ring
```

The value of \(\mu\) cancels from the difference.

```lean
/-- For non-empty uncoupled fragments with nowhere-zero amplitudes that solve their own Euler
equations, the unshifted fragment Pauli potentials solve the joint equation at `mu`, with the
amplitudes and external potentials kept, exactly when both fragment energies equal `mu`. -/
theorem no_step_iff [Nonempty m] [Nonempty n]
    (hA : EulerEq TA vA pA rA eA) (hB : EulerEq TB vB pB rB eB)
    (hrA : ∀ i, rA i ≠ 0) (hrB : ∀ j, rB j ≠ 0) (mu : ℝ) :
    EulerEq (fromBlocks TA 0 0 TB) (Sum.elim vA vB) (Sum.elim pA pB) (Sum.elim rA rB) mu ↔
      eA = mu ∧ eB = mu := by
  rw [dissociated_pauli hA hB hrA hrB]
  constructor
  · intro h
    obtain ⟨i⟩ := ‹Nonempty m›
    obtain ⟨j⟩ := ‹Nonempty n›
    have a := congrFun h (Sum.inl i)
    have b := congrFun h (Sum.inr j)
    simp only [Sum.elim_inl, Sum.elim_inr] at a b
    constructor <;> linarith
  · rintro ⟨h1, h2⟩
    simp [h1, h2]
```

Both fragments must have a site, since an empty one would place no condition on its energy.

```lean
/-- At fixed nowhere-zero fragment amplitudes that solve the fragment Euler equations, the joint
Pauli potential tends to the shifted fragment potentials as the coupling `s W` is turned off. -/
theorem pauli_tendsto_step (hA : EulerEq TA vA pA rA eA) (hB : EulerEq TB vB pB rB eB)
    (hrA : ∀ i, rA i ≠ 0) (hrB : ∀ j, rB j ≠ 0) (W : Matrix m n ℝ) (mu : ℝ) :
    Tendsto (fun s : ℝ => pauliPotential (fromBlocks TA (s • W) (s • W)ᵀ TB)
        (Sum.elim vA vB) (Sum.elim rA rB) mu) (𝓝 0)
      (𝓝 (Sum.elim (fun i => pA i + (mu - eA)) (fun j => pB j + (mu - eB)))) := by
  have hr : ∀ k, Sum.elim rA rB k ≠ 0 := by
    rintro (i | j)
    exacts [hrA i, hrB j]
  have h := fun s : ℝ => (coupled_pauli hA hB hrA hrB (s • W) _ mu).1
    ((eulerEq_iff_pauli _ _ _ _ _ hr).2 rfl)
  -- each component is affine in the coupling strength
  have l : ∀ a c : ℝ, Tendsto (fun s : ℝ => a - s * c) (𝓝 0) (𝓝 a) := by
    intro a c
    have hc : Continuous (fun s : ℝ => a - s * c) := by fun_prop
    have h0 := hc.tendsto 0
    simp only [zero_mul, sub_zero] at h0
    exact h0
  rw [tendsto_pi_nhds]
  rintro (i | j)
  · refine (l (pA i + (mu - eA)) ((W *ᵥ rB) i / rA i)).congr fun s => ?_
    rw [h s]
    simp only [Sum.elim_inl, smul_mulVec, Pi.smul_apply, smul_eq_mul, mul_div_assoc]
  · refine (l (pB j + (mu - eB)) ((Wᵀ *ᵥ rA) j / rB j)).congr fun s => ?_
    rw [h s]
    simp only [Sum.elim_inr, transpose_smul, smul_mulVec, Pi.smul_apply, smul_eq_mul,
      mul_div_assoc]
```

Here the coupling is \(sW\) with \(s\to0\). Each component has the form \(a-sc\), which tends to \(a\). The amplitudes stay fixed, whereas in a stretched molecule they would respond to the coupling.

## When \(\mu\) is a lower bound

Let \(T\) be symmetric with non-positive off-diagonal elements, as for a nearest-neighbour finite-difference Laplacian with the kinetic sign, and let \(r\) be positive. Write \(x_i=r_iy_i\) and \(H=T+\mathrm{diag}(v+p)\). Multiplying the Euler equation at site \(i\) by \(r_iy_i^2\) gives
\[
(v_i+p_i-\mu)x_i^2=-\sum_jT_{ij}r_ir_jy_i^2 .
\]
Summing over \(i\), adding \(x^{\mathsf T}Tx\) and symmetrising in \(i,j\) yields
\[
\begin{aligned}
x^{\mathsf T}Hx-\mu\,x^{\mathsf T}x
&=\sum_{i,j}T_{ij}r_ir_j(y_iy_j-y_i^2)\\
&=-\tfrac12\sum_{i,j}T_{ij}r_ir_j(y_i-y_j)^2\ge0 .
\end{aligned}
\]
The diagonal terms vanish, so the sign of \(T_{ii}\) is irrelevant. Equality holds at \(x=r\), so \(\mu\) is the lowest eigenvalue of \(H\).

```lean
/-- If `T` is symmetric with non-positive off-diagonal elements and a positive amplitude solves the
Euler equation, then the energy form of `T + diag (v + p)` at any vector `x` is at least
`mu * (x ⬝ᵥ x)`. -/
theorem mu_le_energy {T : Matrix n n ℝ} {v p r : n → ℝ} {mu : ℝ} (hT : T.IsSymm)
    (hoff : ∀ i j, i ≠ j → T i j ≤ 0) (hr : ∀ i, 0 < r i) (h : EulerEq T v p r mu)
    (x : n → ℝ) : mu * (x ⬝ᵥ x) ≤ x ⬝ᵥ ((T + diagonal (v + p)) *ᵥ x) := by
  have e := (eulerEq_apply _ _ _ _ _).1 h
  obtain ⟨y, hy⟩ : ∃ y : n → ℝ, ∀ i, x i = r i * y i := by
    refine ⟨fun i => x i / r i, fun i => ?_⟩
    have := (hr i).ne'
    field_simp
  have sym : ∀ f : n → n → ℝ, (∀ i j, 0 ≤ f i j + f j i) → 0 ≤ ∑ i, ∑ j, f i j := by
    intro f hf
    have hs : ∑ i, ∑ j, f i j = ∑ i, ∑ j, f j i := Finset.sum_comm
    have hn : 0 ≤ ∑ i, ∑ j, (f i j + f j i) :=
      Finset.sum_nonneg fun i _ => Finset.sum_nonneg fun j _ => hf i j
    simp only [Finset.sum_add_distrib] at hn
    linarith
  -- the energy above `mu`, written with the ratio `y = x / r`
  have hE : x ⬝ᵥ ((T + diagonal (v + p)) *ᵥ x) - mu * (x ⬝ᵥ x) =
      ∑ i, ∑ j, T i j * r i * r j * (y i * y j - y i ^ 2) := by
    simp only [dotProduct, add_mulVec, Pi.add_apply, mulVec_diagonal, Finset.mul_sum]
    rw [← Finset.sum_sub_distrib]
    refine Finset.sum_congr rfl fun i _ => ?_
    have hi : ∑ j, T i j * r i * r j * (y i * y j - y i ^ 2) =
        x i * (T *ᵥ x) i - x i * y i * (T *ᵥ r) i := by
      simp only [mulVec, dotProduct, Finset.mul_sum]
      rw [← Finset.sum_sub_distrib]
      refine Finset.sum_congr rfl fun j _ => ?_
      rw [hy i, hy j]
      ring
    rw [hi]
    linear_combination x i * y i * e i + (v i + p i - mu) * x i * hy i
  -- symmetrisation turns the double sum into squares
  have hpos := sym (fun i j => T i j * r i * r j * (y i * y j - y i ^ 2)) (by
    intro i j
    by_cases hij : i = j
    · subst hij
      apply le_of_eq
      ring
    · have hs : T j i = T i j := hT.apply i j
      have hq := mul_nonneg (mul_nonneg (neg_nonneg.2 (hoff i j hij))
        (mul_pos (hr i) (hr j)).le) (sq_nonneg (y i - y j))
      simp only [hs]
      nlinarith [hq])
  linarith
```

In the proof, `hE` is the first line of this identity. The auxiliary `sym` reduces non-negativity of the double sum to that of each pair \(f_{ij}+f_{ji}\), which `hpos` verifies.

## A two-site pair

```lean
/-- Two two-site fragments with the same hopping matrix, amplitudes `(1, 1)` and `(1, 2)`, solve
their Euler equations with energies `0` and `1`. -/
theorem fragments_witness :
    EulerEq !![1, -1; -1, 1] ![-1, -1] ![1, 1] ![1, 1] 0 ∧
      EulerEq !![1, -1; -1, 1] ![1, 0] ![1, 1 / 2] ![1, 2] 1 := by
  constructor <;> rw [eulerEq_apply] <;> intro i <;> fin_cases i <;>
    norm_num [mulVec, dotProduct, Fin.sum_univ_succ]

end

end PauliStep
```

The fragment energies are 0 and 1; multiplying an amplitude by a non-zero constant does not change them. Joined without coupling at \(\mu=1\), fragment A's Pauli potential rises from \((1,1)\) to \((2,2)\), while B's stays at \((1,\tfrac12)\): a step of \(\varepsilon_B-\varepsilon_A=1\). The numbers illustrate the algebra only: these Pauli potentials are chosen to satisfy the equations and are not derived from a state of electrons.

```lean
#print axioms PauliStep.pauli_step
#print axioms PauliStep.no_step_iff
#print axioms PauliStep.pauli_tendsto_step
#print axioms PauliStep.mu_le_energy
```

```
'PauliStep.pauli_step' depends on axioms: [propext, Classical.choice, Quot.sound]
'PauliStep.no_step_iff' depends on axioms: [propext, Classical.choice, Quot.sound]
'PauliStep.pauli_tendsto_step' depends on axioms: [propext, Classical.choice, Quot.sound]
'PauliStep.mu_le_energy' depends on axioms: [propext, Classical.choice, Quot.sound]
```
